# For a positive semidefinite kernel, attractive and repulsive ladders converge together below the pair energies

Expand the resolvent of a repulsive exciton problem in powers of the interaction, and the series can diverge although the resolvent exists. Take two electron-hole pair states of energy 1 and a repulsion K whose four entries are all 1. At energy w = 0 the inverse (1 + K)⁻¹ exists, but on the symmetric state the series reads 1 − 2 + 4 − ….

Let D be the Hermitian matrix of pair energies, K positive semidefinite, and w real and below every eigenvalue of D. Then the series converges exactly when w lies below every eigenvalue of D − K, for either sign of the interaction. For Bethe-Salpeter ladders in a finite basis, with a static kernel and the Tamm-Dancoff approximation, a repulsive ladder therefore fails as soon as the equally strong attraction has an exciton level at or below w. A kernel that combines direct attraction with exchange repulsion need not be semidefinite, and the convergence criterion can then fail.

```lean
import Mathlib

open Filter
open scoped Matrix ComplexOrder Topology

namespace BetheSalpeterLadder

variable {n : Type*} [Fintype n] [DecidableEq n]
```

The type `n` labels the finitely many pair states.

```lean
/-- The real number `w` lies below every real eigenvalue of `H`. -/
def BelowSpectrum (H : Matrix n n ℂ) (w : ℝ) : Prop :=
  ∀ (μ : ℝ) (v : n → ℂ), v ≠ 0 → H *ᵥ v = (μ : ℂ) • v → w < μ
```

Whenever Hv = μv with v ≠ 0 and μ real, w < μ. Real μ suffice for Hermitian H.

```lean
/-- The operator `H - w`, with energies measured from `w`. -/
def offset (H : Matrix n n ℂ) (w : ℝ) : Matrix n n ℂ := H - (w : ℂ) • 1
```

`offset H w` is H − w, with w times the identity understood.

```lean
/-- The ladder series `∑ (A⁻¹ K)^m A⁻¹` cut off after `N` terms, for invertible `A`. -/
noncomputable def ladder (A K : Matrix n n ℂ) (N : ℕ) : Matrix n n ℂ :=
  ∑ m ∈ Finset.range N, (A⁻¹ * K) ^ m * A⁻¹
```

With A = D − w, this is the partial sum

S_N = ∑_{m=0}^{N−1} (A⁻¹K)^m A⁻¹.

K enters as an attraction; repulsion is `ladder A (-K)`.

## Common modes of pair energies and kernel

```lean
/-- A Hermitian matrix is diagonalised by a unitary matrix, with real diagonal entries. -/
theorem exists_unitary_diagonal {H : Matrix n n ℂ} (hH : H.IsHermitian) :
    ∃ (U : Matrix n n ℂ) (e : n → ℝ), Uᴴ * U = 1 ∧
      Uᴴ * H * U = Matrix.diagonal (fun i => (e i : ℂ)) := by
  have key : ∃ (U : Matrix n n ℂ) (e : n → ℝ), Uᴴ * U = 1 ∧
      H = U * Matrix.diagonal (fun i => (e i : ℂ)) * Uᴴ := by
    refine ⟨hH.eigenvectorUnitary, hH.eigenvalues,
      Matrix.mem_unitaryGroup_iff'.1 hH.eigenvectorUnitary.2, ?_⟩
    have h := hH.spectral_theorem
    rw [Unitary.conjStarAlgAut_apply] at h
    exact h
  obtain ⟨U, e, hU, h⟩ := key
  refine ⟨U, e, hU, ?_⟩
  calc Uᴴ * H * U = Uᴴ * (U * Matrix.diagonal (fun i => (e i : ℂ)) * Uᴴ) * U := by rw [← h]
    _ = (Uᴴ * U) * Matrix.diagonal (fun i => (e i : ℂ)) * (Uᴴ * U) := by
      simp only [Matrix.mul_assoc]
    _ = _ := by rw [hU, one_mul, mul_one]
```

This is the spectral theorem, UᴴHU = diag(e), where ᴴ is the conjugate transpose. Mathlib supplies H = U diag(e) Uᴴ, and the `calc` block multiplies by Uᴴ and U.

```lean
/-- If an invertible change of basis `P` brings the quadratic form of `G` to diagonal form,
then `G` is positive definite exactly when all diagonal entries are positive. -/
theorem posDef_iff_modes {G P Q : Matrix n n ℂ} {g : n → ℝ} (hQ : Q * P = 1)
    (hG : Pᴴ * G * P = Matrix.diagonal (fun i => (g i : ℂ))) :
    G.PosDef ↔ ∀ i, 0 < g i := by
  have hd : (Matrix.diagonal (fun i => (g i : ℂ))).PosDef ↔ ∀ i, 0 < g i := by
    rw [Matrix.posDef_diagonal_iff]
    simp
  have inj : ∀ {X Y : Matrix n n ℂ}, Y * X = 1 → Function.Injective X.mulVec := by
    intro X Y hYX x y h
    have h' := congrArg Y.mulVec h
    simpa only [Matrix.mulVec_mulVec, hYX, Matrix.one_mulVec] using h'
  rw [← hd, ← hG]
  constructor
  · intro h
    exact h.conjTranspose_mul_mul_same (inj hQ)
  · intro h
    have hPQ : P * Q = 1 := _root_.mul_eq_one_comm.1 hQ
    have h2 := h.conjTranspose_mul_mul_same (inj hPQ)
    have e : Qᴴ * (Pᴴ * G * P) * Q = G := by
      calc Qᴴ * (Pᴴ * G * P) * Q = (P * Q)ᴴ * G * (P * Q) := by
            simp only [Matrix.conjTranspose_mul, Matrix.mul_assoc]
        _ = G := by simp [hPQ]
    rwa [e] at h2
```

Put x = Py. Then

xᴴGx = ∑ g_i |y_i|².

Since P is invertible (`hQ`), x ≠ 0 means y ≠ 0, so G is positive definite exactly when every g_i > 0. Lean transforms with P, and back with its inverse Q.

```lean
/-- For Hermitian `H`, the energy `w` lies below every eigenvalue exactly when `H - w` is
positive definite. -/
theorem belowSpectrum_iff_posDef {H : Matrix n n ℂ} (hH : H.IsHermitian) (w : ℝ) :
    BelowSpectrum H w ↔ (offset H w).PosDef := by
  obtain ⟨U, e, hU, hHU⟩ := exists_unitary_diagonal hH
  have hoff : Uᴴ * offset H w * U = Matrix.diagonal (fun i => ((e i - w : ℝ) : ℂ)) := by
    have h : Uᴴ * offset H w * U = Uᴴ * H * U - (w : ℂ) • (Uᴴ * U) := by
      simp only [offset, mul_sub, sub_mul, Matrix.mul_smul, Matrix.smul_mul, mul_one]
    rw [h, hHU, hU]
    ext i j
    by_cases hij : i = j <;> simp [hij]
  constructor
  · intro h
    rw [posDef_iff_modes hU hoff]
    intro i
    -- the columns of `U` are eigenvectors
    have hv : H * U = U * Matrix.diagonal (fun i => (e i : ℂ)) := by
      calc H * U = (U * Uᴴ) * (H * U) := by rw [_root_.mul_eq_one_comm.1 hU, one_mul]
        _ = U * (Uᴴ * H * U) := by simp only [Matrix.mul_assoc]
        _ = _ := by rw [hHU]
    have hs : Matrix.diagonal (fun i => (e i : ℂ)) *ᵥ Pi.single i 1
        = (e i : ℂ) • (Pi.single i 1 : n → ℂ) := by
      ext j
      rw [Matrix.mulVec_diagonal]
      rcases eq_or_ne j i with rfl | hj
      · simp
      · simp [hj]
    have hlt := h (e i) (U *ᵥ Pi.single i 1) (by
      intro h0
      have h1 := congrArg (fun v => (Uᴴ *ᵥ v) i) h0
      simp only [Matrix.mulVec_mulVec, hU, Matrix.one_mulVec, Matrix.mulVec_zero,
        Pi.single_eq_same, Pi.zero_apply] at h1
      exact one_ne_zero h1) (by
      rw [Matrix.mulVec_mulVec, hv, ← Matrix.mulVec_mulVec, hs, Matrix.mulVec_smul])
    linarith
  · intro h μ v hv hHv
    have h1 := h.dotProduct_mulVec_pos hv
    have h2 : offset H w *ᵥ v = ((μ - w : ℝ) : ℂ) • v := by
      simp only [offset, Matrix.sub_mulVec, Matrix.smul_mulVec, Matrix.one_mulVec, hHv,
        Complex.ofReal_sub, sub_smul]
    rw [h2, dotProduct_smul, smul_eq_mul] at h1
    have h3 : 0 ≤ star v ⬝ᵥ v := dotProduct_star_self_nonneg v
    by_contra hle
    have h4 : ((μ - w : ℝ) : ℂ) ≤ 0 := by
      exact_mod_cast (by linarith [not_lt.1 hle] : μ - w ≤ 0)
    exact not_lt_of_ge (mul_nonpos_of_nonpos_of_nonneg h4 h3) h1
```

If w lies below the spectrum, the columns of U are eigenvectors, so every e_i − w > 0 and H − w is positive definite. Conversely, Hv = μv with v ≠ 0 gives

0 < vᴴ(H − w)v = (μ − w) vᴴv,

hence w < μ.

```lean
/-- A positive definite `A` and a positive semidefinite `K` have common modes: one change of
basis turns `A` into the identity and `K` into a diagonal matrix of strengths `k i ≥ 0`. -/
theorem exists_modes {A K : Matrix n n ℂ} (hA : A.PosDef) (hK : K.PosSemidef) :
    ∃ (P : Matrix n n ℂ) (k : n → ℝ), Pᴴ * A * P = 1 ∧
      Pᴴ * K * P = Matrix.diagonal (fun i => (k i : ℂ)) ∧ ∀ i, 0 ≤ k i := by
  obtain ⟨U, a, hU, hAU⟩ := exists_unitary_diagonal hA.1
  have ha := (posDef_iff_modes hU hAU).1 hA
  -- rescale the eigenvectors of `A` by the inverse square roots of its eigenvalues
  let R : Matrix n n ℂ := Matrix.diagonal (fun i => (((√(a i))⁻¹ : ℝ) : ℂ))
  have hR : Rᴴ * Matrix.diagonal (fun i => (a i : ℂ)) * R = 1 := by
    have hRR : Rᴴ = R := by
      ext i j
      by_cases hij : i = j
      · subst hij
        simp [R]
      · simp [R, hij, Ne.symm hij]
    rw [hRR, Matrix.diagonal_mul_diagonal, Matrix.diagonal_mul_diagonal,
      ← Matrix.diagonal_one]
    congr 1
    funext i
    have hs : √(a i) ≠ 0 := (Real.sqrt_pos.2 (ha i)).ne'
    have h : (√(a i))⁻¹ * a i * (√(a i))⁻¹ = 1 := by
      have hq := Real.mul_self_sqrt (ha i).le
      calc (√(a i))⁻¹ * a i * (√(a i))⁻¹
          = (√(a i))⁻¹ * (√(a i) * √(a i)) * (√(a i))⁻¹ := by rw [hq]
        _ = 1 := by field_simp
    exact_mod_cast h
  obtain ⟨V, k, hV, hKV⟩ :=
    exists_unitary_diagonal (hK.conjTranspose_mul_mul_same (U * R)).1
  have hPK : (U * R * V)ᴴ * K * (U * R * V) = Matrix.diagonal (fun i => (k i : ℂ)) := by
    rw [← hKV]
    simp only [Matrix.conjTranspose_mul, Matrix.mul_assoc]
  refine ⟨U * R * V, k, ?_, hPK, ?_⟩
  · calc (U * R * V)ᴴ * A * (U * R * V) = Vᴴ * (Rᴴ * (Uᴴ * A * U) * R) * V := by
          simp only [Matrix.conjTranspose_mul, Matrix.mul_assoc]
      _ = 1 := by rw [hAU, hR, mul_one, hV]
  · have h := hK.conjTranspose_mul_mul_same (U * R * V)
    rw [hPK, Matrix.posSemidef_diagonal_iff] at h
    intro i
    exact_mod_cast h i
```

Diagonalise A as UᴴAU = diag(a), with a_i > 0, and set R = diag(1/√a_i). Then (UR)ᴴA(UR) = 1. A unitary V diagonalises (UR)ᴴK(UR), and P = URV gives

PᴴAP = 1, PᴴKP = diag(k), k_i ≥ 0.

The k_i are dimensionless interaction strengths.

```lean
/-- In common modes of `A` and `K`, each term of the ladder is a power of the mode strengths. -/
theorem ladder_term {A K P : Matrix n n ℂ} {k : n → ℝ} (hA : Pᴴ * A * P = 1)
    (hK : Pᴴ * K * P = Matrix.diagonal (fun i => (k i : ℂ))) (m : ℕ) :
    (A⁻¹ * K) ^ m * A⁻¹ = P * Matrix.diagonal (fun i => (k i : ℂ) ^ m) * Pᴴ := by
  have hinv : A⁻¹ = P * Pᴴ := by
    apply Matrix.inv_eq_right_inv
    rw [Matrix.mul_assoc] at hA
    rw [← Matrix.mul_assoc]
    exact _root_.mul_eq_one_comm.1 hA
  induction m with
  | zero => simp [hinv]
  | succ m ih =>
    calc (A⁻¹ * K) ^ (m + 1) * A⁻¹ = A⁻¹ * K * ((A⁻¹ * K) ^ m * A⁻¹) := by
          rw [pow_succ', Matrix.mul_assoc]
      _ = P * (Pᴴ * K * P) * Matrix.diagonal (fun i => (k i : ℂ) ^ m) * Pᴴ := by
          rw [ih, hinv]
          simp only [Matrix.mul_assoc]
      _ = _ := by
          rw [hK, Matrix.mul_assoc P, Matrix.diagonal_mul_diagonal]
          simp only [pow_succ']
```

From PᴴAP = 1 follows A⁻¹ = PPᴴ. Each further rung multiplies by k:

A⁻¹K · P diag(k^m) Pᴴ = P (PᴴKP) diag(k^m) Pᴴ = P diag(k^(m+1)) Pᴴ.

The induction on `m` is this step.

## When the ladder converges

```lean
/-- If the ladder converges, every common mode of `A` and `K` has strength below one in
absolute value. -/
theorem modes_lt_one {A K P L : Matrix n n ℂ} {k : n → ℝ} (hA : Pᴴ * A * P = 1)
    (hK : Pᴴ * K * P = Matrix.diagonal (fun i => (k i : ℂ)))
    (hL : Tendsto (ladder A K) atTop (𝓝 L)) (i : n) : |k i| < 1 := by
  -- the terms of a convergent series vanish
  have h0 := (hL.comp (tendsto_add_atTop_nat 1)).sub hL
  rw [sub_self] at h0
  have h1 := ((tendsto_const_nhds (x := Pᴴ * A)).mul h0).mul (tendsto_const_nhds (x := A * P))
  have h2 : ∀ N, Pᴴ * A * (ladder A K (N + 1) - ladder A K N) * (A * P)
      = Matrix.diagonal (fun i => (k i : ℂ) ^ N) := by
    intro N
    have h : ladder A K (N + 1) - ladder A K N
        = P * Matrix.diagonal (fun i => (k i : ℂ) ^ N) * Pᴴ := by
      rw [← ladder_term hA hK N, ladder, ladder, Finset.sum_range_succ, add_sub_cancel_left]
    calc _ = (Pᴴ * A * P) * Matrix.diagonal (fun i => (k i : ℂ) ^ N) * (Pᴴ * A * P) := by
          rw [h]
          simp only [Matrix.mul_assoc]
      _ = _ := by rw [hA, one_mul, mul_one]
  simp only [Function.comp_apply, h2, mul_zero, zero_mul] at h1
  have h3 := tendsto_pi_nhds.1 (tendsto_pi_nhds.1 h1 i) i
  simp only [Matrix.diagonal_apply_eq] at h3
  have h4 : Tendsto (fun N : ℕ => (k i : ℂ) ^ N) atTop (𝓝 0) := h3
  by_contra hk
  have h5 : (1 : ℝ) ≤ ‖(0 : ℂ)‖ := ge_of_tendsto' h4.norm (fun N => by
    rw [norm_pow, Complex.norm_real, Real.norm_eq_abs]
    exact one_le_pow₀ (not_lt.1 hk))
  norm_num at h5
```

`Tendsto … atTop (𝓝 L)` says S_N → L. Then S_{N+1} − S_N → 0, and

PᴴA (S_{N+1} − S_N) AP = diag(k^N) → 0.

If |k_i| ≥ 1, then |k_i^N| ≥ 1 for all N, a contradiction.

```lean
/-- If every common mode of `A` and `K` has strength below one in absolute value, the ladder
sums to `(A - K)⁻¹`. -/
theorem ladder_tendsto {A K P : Matrix n n ℂ} {k : n → ℝ} (hA : Pᴴ * A * P = 1)
    (hK : Pᴴ * K * P = Matrix.diagonal (fun i => (k i : ℂ))) (hk : ∀ i, |k i| < 1) :
    Tendsto (ladder A K) atTop (𝓝 (A - K)⁻¹) := by
  have hS : ∀ N, ladder A K N
      = P * Matrix.diagonal (fun i => ∑ m ∈ Finset.range N, (k i : ℂ) ^ m) * Pᴴ := by
    intro N
    induction N with
    | zero => simp [ladder]
    | succ N ih =>
      have h : ladder A K (N + 1) = ladder A K N + (A⁻¹ * K) ^ N * A⁻¹ := by
        rw [ladder, ladder, Finset.sum_range_succ]
      rw [h, ih, ladder_term hA hK, ← add_mul, ← mul_add, Matrix.diagonal_add]
      simp only [Finset.sum_range_succ]
  have hp : Tendsto (fun N : ℕ => fun i => ∑ m ∈ Finset.range N, (k i : ℂ) ^ m) atTop
      (𝓝 (fun i => (1 - (k i : ℂ))⁻¹)) :=
    tendsto_pi_nhds.2 fun i =>
      (hasSum_geometric_of_norm_lt_one (by simpa using hk i)).tendsto_sum_nat
  have hd : Tendsto
      (fun N : ℕ => Matrix.diagonal (fun i => ∑ m ∈ Finset.range N, (k i : ℂ) ^ m)) atTop
      (𝓝 (Matrix.diagonal (fun i => (1 - (k i : ℂ))⁻¹))) :=
    (continuous_id.matrix_diagonal.tendsto _).comp hp
  -- the limit is the inverse of `A - K`
  have hinv : (A - K)⁻¹ = P * Matrix.diagonal (fun i => (1 - (k i : ℂ))⁻¹) * Pᴴ := by
    apply Matrix.inv_eq_right_inv
    have h : Pᴴ * ((A - K) * (P * Matrix.diagonal (fun i => (1 - (k i : ℂ))⁻¹))) = 1 := by
      calc _ = (Pᴴ * A * P - Pᴴ * K * P) * Matrix.diagonal (fun i => (1 - (k i : ℂ))⁻¹) := by
            noncomm_ring
        _ = 1 := by
            rw [hA, hK, ← Matrix.diagonal_one, Matrix.diagonal_sub,
              Matrix.diagonal_mul_diagonal]
            congr 1
            funext i
            apply mul_inv_cancel₀
            intro h0
            have h1 : 1 - k i = 0 := by exact_mod_cast h0
            linarith [(abs_lt.1 (hk i)).2]
    rw [← Matrix.mul_assoc]
    exact _root_.mul_eq_one_comm.1 h
  rw [hinv, funext hS]
  exact (tendsto_const_nhds.mul hd).mul tendsto_const_nhds
```

If all |k_i| < 1, the geometric series give

S_N → P diag(1/(1 − k_i)) Pᴴ.

Since Pᴴ(A − K)P = diag(1 − k_i), this limit is (A − K)⁻¹.

```lean
/-- For Hermitian `D`, positive semidefinite `K` and `w` below every eigenvalue of `D - K`, the
attractive and the repulsive ladder sum to the resolvents of `D - K` and `D + K` at `w`. -/
theorem ladders_sum_to_resolvents {D K : Matrix n n ℂ} {w : ℝ} (hD : D.IsHermitian)
    (hK : K.PosSemidef) (h : BelowSpectrum (D - K) w) :
    Tendsto (ladder (offset D w) K) atTop (𝓝 (offset (D - K) w)⁻¹) ∧
      Tendsto (ladder (offset D w) (-K)) atTop (𝓝 (offset (D + K) w)⁻¹) := by
  have hG := (belowSpectrum_iff_posDef (hD.sub hK.1) w).1 h
  have e1 : offset D w - K = offset (D - K) w := by unfold offset; abel
  have e2 : offset D w - -K = offset (D + K) w := by unfold offset; abel
  have hA : (offset D w).PosDef := by
    have h' := hG.add_posSemidef hK
    rwa [← e1, sub_add_cancel] at h'
  obtain ⟨P, k, hPA, hPK, hk⟩ := exists_modes hA hK
  have hd : Pᴴ * offset (D - K) w * P
      = Matrix.diagonal (fun i => ((1 - k i : ℝ) : ℂ)) := by
    rw [← e1, mul_sub, sub_mul, hPA, hPK, ← Matrix.diagonal_one, Matrix.diagonal_sub]
    simp only [Complex.ofReal_sub, Complex.ofReal_one]
  have hlt := (posDef_iff_modes hPA hd).1 hG
  have habs : ∀ i, |k i| < 1 := fun i => by
    rw [abs_of_nonneg (hk i)]
    linarith [hlt i]
  have hneg : Pᴴ * (-K) * P = Matrix.diagonal (fun i => ((-k i : ℝ) : ℂ)) := by
    rw [mul_neg, neg_mul, hPK, Matrix.diagonal_neg]
    congr 1
    funext i
    simp
  rw [← e1, ← e2]
  exact ⟨ladder_tendsto hPA hPK habs,
    ladder_tendsto hPA hneg (fun i => by rw [abs_neg]; exact habs i)⟩
```

If w lies below the spectrum of D − K, then A − K is positive definite, and so is A = (A − K) + K. Common modes therefore exist, with 1 − k_i > 0. As k_i ≥ 0, |k_i| < 1. The previous theorem, applied to K and to −K (strengths −k_i), gives the limits (D − K − w)⁻¹ and (D + K − w)⁻¹.

```lean
/-- For Hermitian `D`, positive semidefinite `K` and `w` below every eigenvalue of `D`, the
attractive ladder converges iff `w` lies below every eigenvalue of `D - K`. The repulsive ladder
has the same convergence condition, although `D + K - w` is always invertible. -/
theorem ladder_convergence {D K : Matrix n n ℂ} {w : ℝ} (hD : D.IsHermitian)
    (hK : K.PosSemidef) (hw : BelowSpectrum D w) :
    ((∃ L, Tendsto (ladder (offset D w) K) atTop (𝓝 L)) ↔ BelowSpectrum (D - K) w) ∧
    ((∃ L, Tendsto (ladder (offset D w) (-K)) atTop (𝓝 L)) ↔ BelowSpectrum (D - K) w) ∧
    IsUnit (offset (D + K) w) := by
  have hA := (belowSpectrum_iff_posDef hD w).1 hw
  obtain ⟨P, k, hPA, hPK, -⟩ := exists_modes hA hK
  have hd : Pᴴ * offset (D - K) w * P
      = Matrix.diagonal (fun i => ((1 - k i : ℝ) : ℂ)) := by
    have e1 : offset (D - K) w = offset D w - K := by unfold offset; abel
    rw [e1, mul_sub, sub_mul, hPA, hPK, ← Matrix.diagonal_one, Matrix.diagonal_sub]
    simp only [Complex.ofReal_sub, Complex.ofReal_one]
  have hneg : Pᴴ * (-K) * P = Matrix.diagonal (fun i => ((-k i : ℝ) : ℂ)) := by
    rw [mul_neg, neg_mul, hPK, Matrix.diagonal_neg]
    congr 1
    funext i
    simp
  -- mode strengths below one mean that `D - K - w` is positive definite
  have back : (∀ i, |k i| < 1) → BelowSpectrum (D - K) w := fun h =>
    (belowSpectrum_iff_posDef (hD.sub hK.1) w).2
      ((posDef_iff_modes hPA hd).2 fun i => by linarith [(abs_lt.1 (h i)).2])
  refine ⟨⟨?_, fun h => ⟨_, (ladders_sum_to_resolvents hD hK h).1⟩⟩,
    ⟨?_, fun h => ⟨_, (ladders_sum_to_resolvents hD hK h).2⟩⟩, ?_⟩
  · rintro ⟨L, hL⟩
    exact back (modes_lt_one hPA hPK hL)
  · rintro ⟨L, hL⟩
    exact back fun i => by simpa only [abs_neg] using modes_lt_one hPA hneg hL i
  · have e2 : offset (D + K) w = offset D w + K := by unfold offset; abel
    rw [e2]
    exact (hA.add_posSemidef hK).isUnit
```

The three parts are the attractive criterion, the repulsive criterion and the invertibility of D + K − w (`IsUnit`). If either ladder converges, |k_i| < 1, because |−k_i| = |k_i|. So 1 − k_i > 0, A − K is positive definite, and w lies below the spectrum of D − K. The converses come from the preceding theorem. Finally, A + K is positive definite, hence invertible.

```lean
/-- Two degenerate levels at energy one, with all entries of the repulsive kernel equal to one:
at `w = 0` the ladder diverges, although `D + K - w` is invertible. -/
theorem repulsive_ladder_diverges :
    (¬ ∃ L, Tendsto (ladder (offset (1 : Matrix (Fin 2) (Fin 2) ℂ) 0) (-!![1, 1; 1, 1]))
      atTop (𝓝 L)) ∧
    IsUnit (offset ((1 : Matrix (Fin 2) (Fin 2) ℂ) + !![1, 1; 1, 1]) 0) := by
  have hK : (!![1, 1; 1, 1] : Matrix (Fin 2) (Fin 2) ℂ).PosSemidef := by
    have e : (!![1, 1; 1, 1] : Matrix (Fin 2) (Fin 2) ℂ)
        = (!![1, 1; 0, 0] : Matrix (Fin 2) (Fin 2) ℂ)ᴴ * !![1, 1; 0, 0] := by
      ext i j
      fin_cases i <;> fin_cases j <;> simp [Matrix.mul_apply, Fin.sum_univ_succ]
    rw [e]
    exact Matrix.posSemidef_conjTranspose_mul_self _
  have hw : BelowSpectrum (1 : Matrix (Fin 2) (Fin 2) ℂ) 0 := by
    rw [belowSpectrum_iff_posDef Matrix.isHermitian_one]
    have e : offset (1 : Matrix (Fin 2) (Fin 2) ℂ) 0 = 1 := by simp [offset]
    rw [e]
    exact Matrix.PosDef.one
  obtain ⟨-, h2, h3⟩ := ladder_convergence Matrix.isHermitian_one hK hw
  refine ⟨fun hL => ?_, h3⟩
  -- the symmetric combination is an eigenvector of `D - K` with eigenvalue `-1`
  have h := h2.1 hL (-1) ![1, 1] (fun h0 => by simpa using congrFun h0 0) (by
    rw [Matrix.sub_mulVec, Matrix.one_mulVec]
    ext i
    fin_cases i <;> norm_num [Matrix.mulVec, dotProduct, Fin.sum_univ_two])
  norm_num at h

end BetheSalpeterLadder
```

This is the opening example. K is positive semidefinite because it has the form BᴴB. On (1, 1)/√2, D − K has eigenvalue 1 − 2 = −1, which is not above w = 0, so the repulsive ladder diverges. The code uses the unnormalised vector `![1, 1]`.

```lean
#print axioms BetheSalpeterLadder.ladder_convergence
#print axioms BetheSalpeterLadder.repulsive_ladder_diverges
```

```
'BetheSalpeterLadder.ladder_convergence' depends on axioms: [propext, Classical.choice, Quot.sound]
'BetheSalpeterLadder.repulsive_ladder_diverges' depends on axioms: [propext, Classical.choice, Quot.sound]
```
